# The canonical purification parameter of a non-idempotent density matrix lies within its occupation bounds

The density matrix is represented first by its occupations alone, a real function $x$ on a finite index set `ι`; the orbitals enter only at the end. Traces of powers of the matrix then become finite sums over $x_i$, where 0 means an empty level, 1 a filled one, and anything else is called fractional. The bounds on the parameter are proved for occupations in $[0,1]$, so a closed-shell density matrix with occupations up to 2 must first be halved.

In Lean 4 with Mathlib:

```lean
import Mathlib

open Matrix

namespace CanonicalPurification

noncomputable section

variable {ι : Type*} [Fintype ι]
```

For occupations in $[0,1]$, the departure from idempotency is measured by $D=\sum_i(x_i-x_i^2)$.

```lean
/-- The idempotency defect `∑ (x_i - x_i²)` of a set of occupations. -/
def idemDefect (x : ι → ℝ) : ℝ := ∑ i, (x i - x i ^ 2)
```

The numerator of the parameter is $C=\sum_i(x_i^2-x_i^3)$.

```lean
/-- The cubic defect `∑ (x_i² - x_i³)` of a set of occupations. -/
def cubicDefect (x : ι → ℝ) : ℝ := ∑ i, (x i ^ 2 - x i ^ 3)
```

The parameter is $c=C/D$.

```lean
/-- The parameter `c` of canonical purification: cubic defect over idempotency defect. -/
def canonParam (x : ι → ℝ) : ℝ := cubicDefect x / idemDefect x
```

One purification step applies a cubic polynomial to each occupation $t$. Its form depends on whether $c\le 1/2$, and here $c$ may be any real number.

```lean
/-- The canonical purification update with parameter `c` acting on one occupation `t`,
with one cubic for `c ≤ 1/2` and another for `c > 1/2`. -/
def purifyStep (c t : ℝ) : ℝ :=
  if c ≤ 1 / 2 then ((1 - 2 * c) * t + (1 + c) * t ^ 2 - t ^ 3) / (1 - c)
  else ((1 + c) * t ^ 2 - t ^ 3) / c
```

## Positive denominator

For $x_i\in[0,1]$ each term $x_i-x_i^2=x_i(1-x_i)$ is nonnegative, and it vanishes only at 0 and 1. Hence $D>0$ exactly when some level is fractional. `Finset.sum_pos'` turns one positive term among nonnegative ones into a positive sum.

```lean
/-- For occupations in `[0,1]` the idempotency defect is positive exactly when some
occupation is neither 0 nor 1. -/
theorem idemDefect_pos_iff (x : ι → ℝ) (hx : ∀ i, x i ∈ Set.Icc (0 : ℝ) 1) :
    0 < idemDefect x ↔ ∃ i, x i ≠ 0 ∧ x i ≠ 1 := by
  have hw : ∀ i, 0 ≤ x i - x i ^ 2 := fun i => by
    nlinarith [mul_nonneg (hx i).1 (sub_nonneg.mpr (hx i).2)]
  constructor
  · intro h
    by_contra hcon
    -- integer occupations contribute nothing
    have hz : idemDefect x = 0 := by
      unfold idemDefect
      refine Finset.sum_eq_zero fun i _ => ?_
      by_cases h0 : x i = 0
      · simp [h0]
      · have h1 : x i = 1 := by
          by_contra h1
          exact hcon ⟨i, h0, h1⟩
        simp [h1]
    linarith
  · rintro ⟨i, h0, h1⟩
    unfold idemDefect
    refine Finset.sum_pos' (fun j _ => hw j) ⟨i, Finset.mem_univ i, ?_⟩
    have p0 : 0 < x i := lt_of_le_of_ne (hx i).1 (Ne.symm h0)
    have p1 : x i < 1 := lt_of_le_of_ne (hx i).2 h1
    nlinarith [mul_pos p0 (sub_pos.mpr p1)]
```

## The parameter as a weighted mean

For any real $t$,
$$x_i^2-x_i^3-t(x_i-x_i^2)=x_i(1-x_i)(x_i-t).$$
Summing gives $C-tD=\sum_i x_i(1-x_i)(x_i-t)$, which `ring` checks term by term.

```lean
/-- The cubic defect minus `t` times the idempotency defect is the sum of the deviations
`x_i - t` weighted by `x_i (1 - x_i)`. -/
theorem moment_identity (x : ι → ℝ) (t : ℝ) :
    cubicDefect x - t * idemDefect x = ∑ i, x i * (1 - x i) * (x i - t) := by
  unfold cubicDefect idemDefect
  rw [Finset.mul_sum, ← Finset.sum_sub_distrib]
  exact Finset.sum_congr rfl fun i _ => by ring
```

Suppose the fractional levels lie in $[a,b]$. With $t=a$ every term on the right is nonnegative, so $C\ge aD$; with $t=b$ every term is nonpositive, so $C\le bD$. Dividing by $D>0$ gives $a\le c\le b$. Filled and empty levels have zero weight and may lie outside $[a,b]$, which is why the proof splits on $x_i=0$ and $x_i=1$.

```lean
/-- For occupations in `[0,1]`, not all 0 or 1, whose fractional members lie in `[a,b]`,
the parameter `c` lies in `[a,b]`. -/
theorem canonParam_mem_of_fractional (x : ι → ℝ) (a b : ℝ)
    (hx : ∀ i, x i ∈ Set.Icc (0 : ℝ) 1)
    (hab : ∀ i, x i ≠ 0 → x i ≠ 1 → x i ∈ Set.Icc a b)
    (hne : ∃ i, x i ≠ 0 ∧ x i ≠ 1) :
    canonParam x ∈ Set.Icc a b := by
  have hD := (idemDefect_pos_iff x hx).mpr hne
  have hw : ∀ i, 0 ≤ x i * (1 - x i) := fun i =>
    mul_nonneg (hx i).1 (sub_nonneg.mpr (hx i).2)
  rw [Set.mem_Icc]
  constructor
  · rw [canonParam, le_div_iff₀ hD]
    -- weighted deviations from `a` are nonnegative
    have h := moment_identity x a
    have hs : 0 ≤ ∑ i, x i * (1 - x i) * (x i - a) := by
      apply Finset.sum_nonneg
      intro i _
      by_cases h0 : x i = 0
      · simp [h0]
      by_cases h1 : x i = 1
      · simp [h1]
      exact mul_nonneg (hw i) (sub_nonneg.mpr (hab i h0 h1).1)
    linarith
  · rw [canonParam, div_le_iff₀ hD]
    -- weighted deviations from `b` are nonpositive
    have h := moment_identity x b
    have hs : ∑ i, x i * (1 - x i) * (x i - b) ≤ 0 := by
      apply Finset.sum_nonpos
      intro i _
      by_cases h0 : x i = 0
      · simp [h0]
      by_cases h1 : x i = 1
      · simp [h1]
      nlinarith [mul_nonneg (hw i) (sub_nonneg.mpr (hab i h0 h1).2)]
    linarith
```

If all occupations lie in $[a,b]$ with $0\le a$ and $b\le1$, they lie in $[0,1]$ and both conclusions follow. The hypothesis `hne` supplies a fractional level, so the index set is nonempty and $a\le b$ holds automatically.

The same sign argument bounds other weighted means: with weights $x_i^2(1-x_i)^2$, the quotient $\sum_i x_i^3(1-x_i)^2/\sum_i x_i^2(1-x_i)^2$ also lies in $[a,b]$.

```lean
/-- For occupations in `[a,b]` with `0 ≤ a` and `b ≤ 1`, not all 0 or 1, the denominator
of `c` is positive and `c` lies in `[a,b]`. -/
theorem canonParam_mem_Icc (x : ι → ℝ) (a b : ℝ) (ha : 0 ≤ a) (hb : b ≤ 1)
    (hx : ∀ i, x i ∈ Set.Icc a b) (hne : ∃ i, x i ≠ 0 ∧ x i ≠ 1) :
    0 < idemDefect x ∧ canonParam x ∈ Set.Icc a b := by
  have hx' : ∀ i, x i ∈ Set.Icc (0 : ℝ) 1 := fun i =>
    ⟨le_trans ha (hx i).1, le_trans (hx i).2 hb⟩
  exact ⟨(idemDefect_pos_iff x hx').mpr hne,
    canonParam_mem_of_fractional x a b hx' (fun i _ _ => hx i) hne⟩
```

If the fractional levels all lie on one side of $t$, the terms $x_i(1-x_i)(x_i-t)$ share a sign. Their sum is zero only if each term is zero, so $c=t$ exactly when every fractional level equals $t$.

```lean
/-- For occupations in `[0,1]`, not all 0 or 1, whose fractional members all lie on one
side of `t`, the parameter `c` equals `t` exactly when every fractional occupation is `t`. -/
theorem canonParam_eq_iff_of_oneSided (x : ι → ℝ) (t : ℝ)
    (hx : ∀ i, x i ∈ Set.Icc (0 : ℝ) 1) (hne : ∃ i, x i ≠ 0 ∧ x i ≠ 1)
    (hside : (∀ i, x i ≠ 0 → x i ≠ 1 → t ≤ x i) ∨ (∀ i, x i ≠ 0 → x i ≠ 1 → x i ≤ t)) :
    canonParam x = t ↔ ∀ i, x i ≠ 0 → x i ≠ 1 → x i = t := by
  have hD := (idemDefect_pos_iff x hx).mpr hne
  have hw : ∀ i, 0 ≤ x i * (1 - x i) := fun i =>
    mul_nonneg (hx i).1 (sub_nonneg.mpr (hx i).2)
  have key : canonParam x = t ↔ ∑ i, x i * (1 - x i) * (x i - t) = 0 := by
    rw [← moment_identity x t, canonParam, div_eq_iff hD.ne', sub_eq_zero]
  -- a sum of terms of one sign vanishes only term by term
  have hterm : ∑ i, x i * (1 - x i) * (x i - t) = 0 ↔
      ∀ i ∈ (Finset.univ : Finset ι), x i * (1 - x i) * (x i - t) = 0 := by
    rcases hside with h | h
    · apply Finset.sum_eq_zero_iff_of_nonneg
      intro i _
      by_cases h0 : x i = 0
      · simp [h0]
      by_cases h1 : x i = 1
      · simp [h1]
      exact mul_nonneg (hw i) (sub_nonneg.mpr (h i h0 h1))
    · apply Finset.sum_eq_zero_iff_of_nonpos
      intro i _
      by_cases h0 : x i = 0
      · simp [h0]
      by_cases h1 : x i = 1
      · simp [h1]
      nlinarith [mul_nonneg (hw i) (sub_nonneg.mpr (h i h0 h1))]
  rw [key, hterm]
  constructor
  · intro h i h0 h1
    rcases mul_eq_zero.mp (h i (Finset.mem_univ i)) with h2 | h2
    · rcases mul_eq_zero.mp h2 with h3 | h3
      · exact absurd h3 h0
      · exact absurd (by linarith : x i = 1) h1
    · linarith
  · intro h i _
    by_cases h0 : x i = 0
    · simp [h0]
    by_cases h1 : x i = 1
    · simp [h1]
    have ht := h i h0 h1
    rw [ht]
    ring
```

Taking $t=0$ and $t=1$ excludes the endpoints, since a fractional level equals neither. Thus $0<c<1$.

```lean
/-- For occupations in `[0,1]`, not all 0 or 1, the parameter `c` lies strictly between
0 and 1. -/
theorem canonParam_mem_Ioo (x : ι → ℝ) (hx : ∀ i, x i ∈ Set.Icc (0 : ℝ) 1)
    (hne : ∃ i, x i ≠ 0 ∧ x i ≠ 1) : canonParam x ∈ Set.Ioo (0 : ℝ) 1 := by
  obtain ⟨h0, h1⟩ := canonParam_mem_of_fractional x 0 1 hx (fun i _ _ => hx i) hne
  have e0 := canonParam_eq_iff_of_oneSided x 0 hx hne (Or.inl fun i _ _ => (hx i).1)
  have e1 := canonParam_eq_iff_of_oneSided x 1 hx hne (Or.inr fun i _ _ => (hx i).2)
  obtain ⟨j, hj0, hj1⟩ := hne
  exact ⟨lt_of_le_of_ne h0 fun h => hj0 (e0.mp h.symm j hj0 hj1),
    lt_of_le_of_ne h1 fun h => hj1 (e1.mp h j hj0 hj1)⟩
```

## Conserved electron number

Write $m=\max(c,1-c)$, which is always positive. Expanding
$$mt+t(1-t)(t-c)$$
gives $(1-2c)t+(1+c)t^2-t^3$ for $m=1-c$, and $(1+c)t^2-t^3$ for $m=c$. These are the numerators of the two branches, so the step moves $t$ by $t(1-t)(t-c)/m$.

```lean
/-- The update moves an occupation `t` by `t (1 - t) (t - c) / max(c, 1 - c)`. -/
theorem purifyStep_eq (c t : ℝ) :
    purifyStep c t = t + t * (1 - t) * (t - c) / max c (1 - c) := by
  unfold purifyStep
  split_ifs with h
  · have hm : max c (1 - c) = 1 - c := max_eq_right (by linarith)
    have hp : 0 < 1 - c := by linarith
    have hne : 1 - c ≠ 0 := hp.ne'
    rw [hm]
    field_simp
    ring
  · have h' := not_le.mp h
    have hm : max c (1 - c) = c := max_eq_left (by linarith)
    have hp : 0 < c := by linarith
    have hne : c ≠ 0 := hp.ne'
    rw [hm]
    field_simp
    ring
```

Summed over levels, the change is $(C-cD)/m$. For $D\ne0$ it vanishes exactly when $c=C/D$, so the canonical value is the one that conserves the total occupation.

In the smallest case, a single fractional level $f\in(0,1)$ with every other level empty or filled, the parameter is $c=f$ and the step changes nothing. The total is then not an integer, so no conserving step could reach idempotency.

```lean
/-- For nonzero idempotency defect, the update with parameter `c` conserves the total
occupation exactly when `c` is the canonical parameter. -/
theorem sum_purifyStep_eq_iff (x : ι → ℝ) (c : ℝ) (hD : idemDefect x ≠ 0) :
    ∑ i, purifyStep c (x i) = ∑ i, x i ↔ c = canonParam x := by
  have hm : 0 < max c (1 - c) := by
    rcases le_total c (1 / 2) with h | h
    · exact lt_max_of_lt_right (by linarith)
    · exact lt_max_of_lt_left (by linarith)
  -- the change of the total occupation is the weighted deviation from `c`
  have hs : ∑ i, purifyStep c (x i) =
      ∑ i, x i + (cubicDefect x - c * idemDefect x) / max c (1 - c) := by
    rw [moment_identity, Finset.sum_div, ← Finset.sum_add_distrib]
    exact Finset.sum_congr rfl fun i _ => purifyStep_eq c (x i)
  rw [hs, canonParam, eq_div_iff hD]
  constructor
  · intro h
    have h1 : (cubicDefect x - c * idemDefect x) / max c (1 - c) = 0 := by linarith
    rcases div_eq_zero_iff.mp h1 with h2 | h2
    · linarith
    · exact absurd h2 hm.ne'
  · intro h
    rw [h, sub_self, zero_div, add_zero]
```

The step also keeps $t\in[0,1]$ in that interval. For $c\le1/2$ the numerator $N$ satisfies
$$N=t(1-2c)(1-\tfrac t2)+\tfrac{t^2}{2}+t^2(1-t)\ge0,$$
$$1-c-N=(1-t)^2(1-c+t)\ge0.$$
For $c>1/2$, replacing $t$ by $1-t$ and $c$ by $1-c$ exchanges the two bounds. The products passed to `nlinarith` are the terms on the right of these identities and their mirror images, up to constant factors.

```lean
/-- For every parameter `c` the update sends an occupation in `[0,1]` to one in `[0,1]`. -/
theorem purifyStep_mem_Icc (c t : ℝ) (ht : t ∈ Set.Icc (0 : ℝ) 1) :
    purifyStep c t ∈ Set.Icc (0 : ℝ) 1 := by
  obtain ⟨h0, h1⟩ := ht
  have hs : 0 ≤ 1 - t := by linarith
  rw [Set.mem_Icc]
  unfold purifyStep
  split_ifs with h
  · have hp : 0 < 1 - c := by linarith
    have hc : 0 ≤ 1 - 2 * c := by linarith
    have hh : 0 ≤ 1 - t / 2 := by linarith
    have hu : 0 ≤ 1 - c + t := by linarith
    constructor
    · apply div_nonneg _ hp.le
      nlinarith [mul_nonneg h0 (mul_nonneg hc hh), mul_nonneg h0 h0,
        mul_nonneg h0 (mul_nonneg h0 hs)]
    · rw [div_le_one hp]
      nlinarith [mul_nonneg (mul_nonneg hs hs) hu]
  · have h' := not_le.mp h
    have hp : 0 < c := by linarith
    have hc : 0 ≤ 2 * c - 1 := by linarith
    have hh : 0 ≤ 1 + t := by linarith
    have hu : 0 ≤ 1 + c - t := by linarith
    constructor
    · apply div_nonneg _ hp.le
      nlinarith [mul_nonneg (mul_nonneg h0 h0) hu]
    · rw [div_le_one hp]
      nlinarith [mul_nonneg hs (mul_nonneg hc hh), mul_nonneg hs hs,
        mul_nonneg hs (mul_nonneg h0 hs)]
```

## From occupations to matrices

Let $X=U\,\mathrm{diag}(x)\,U^\dagger$ with $U$ unitary, as for a Hermitian matrix in an orthonormal basis.

```lean
variable {n : Type*} [Fintype n] [DecidableEq n]

/-- The density matrix `U diag(x) U†` with orbitals `U` (unitary) and occupations `x`. -/
def densityMatrix (U : Matrix.unitaryGroup n ℂ) (x : n → ℝ) : Matrix n n ℂ :=
  (U : Matrix n n ℂ) * diagonal (fun i => (x i : ℂ)) * star (U : Matrix n n ℂ)
```

The parameter is now a quotient of traces. Real parts are taken because the matrix entries are complex.

```lean
/-- The parameter `c = Re tr(X² - X³) / Re tr(X - X²)` computed from a matrix `X`. -/
def matrixParam (X : Matrix n n ℂ) : ℝ :=
  (trace (X ^ 2 - X ^ 3)).re / (trace (X - X ^ 2)).re
```

Since $U^\dagger U=1$, the product of two such matrices with the same $U$ has occupations $x_iy_i$.

```lean
/-- Density matrices with the same orbitals multiply by multiplying occupations. -/
theorem densityMatrix_mul (U : Matrix.unitaryGroup n ℂ) (x y : n → ℝ) :
    densityMatrix U x * densityMatrix U y = densityMatrix U (fun i => x i * y i) := by
  have hU : star (U : Matrix n n ℂ) * (U : Matrix n n ℂ) = 1 :=
    mul_eq_one_comm.mp (Matrix.mem_unitaryGroup_iff.mp U.2)
  have hD : diagonal (fun i => (x i : ℂ)) * diagonal (fun i => (y i : ℂ)) =
      diagonal (fun i => ((x i * y i : ℝ) : ℂ)) := by
    rw [diagonal_mul_diagonal]
    simp only [Complex.ofReal_mul]
  -- the inner factor `U† U` cancels
  have h : ∀ D E : Matrix n n ℂ,
      (U : Matrix n n ℂ) * D * star (U : Matrix n n ℂ) *
        ((U : Matrix n n ℂ) * E * star (U : Matrix n n ℂ)) =
      (U : Matrix n n ℂ) * (D * E) * star (U : Matrix n n ℂ) := by
    intro D E
    calc _ = (U : Matrix n n ℂ) * D * (star (U : Matrix n n ℂ) * (U : Matrix n n ℂ)) * E *
          star (U : Matrix n n ℂ) := by simp only [Matrix.mul_assoc]
      _ = _ := by
          rw [hU]
          simp only [Matrix.mul_one, Matrix.mul_assoc]
  have h' := h (diagonal (fun i => (x i : ℂ))) (diagonal (fun i => (y i : ℂ)))
  rw [hD] at h'
  exact h'
```

Cyclicity of the trace gives $\mathrm{tr}\,X=\sum_i x_i$.

```lean
/-- The trace of a density matrix is the sum of its occupations. -/
theorem trace_densityMatrix (U : Matrix.unitaryGroup n ℂ) (x : n → ℝ) :
    trace (densityMatrix U x) = ((∑ i, x i : ℝ) : ℂ) := by
  have hU : star (U : Matrix n n ℂ) * (U : Matrix n n ℂ) = 1 :=
    mul_eq_one_comm.mp (Matrix.mem_unitaryGroup_iff.mp U.2)
  unfold densityMatrix
  rw [Matrix.trace_mul_cycle, hU, Matrix.one_mul, Matrix.trace_diagonal]
  exact (Complex.ofReal_sum _ _).symm
```

Therefore $\mathrm{Re}\,\mathrm{tr}(X-X^2)=D$ and $\mathrm{Re}\,\mathrm{tr}(X^2-X^3)=C$. If no level were fractional, $X^2=X$ would hold, so the hypothesis `hX` provides one and the bounds carry over.

In linear-scaling electronic structure this $c$ can be computed from traces without diagonalising $X$; the bounds assume exact arithmetic and a finite orthonormal basis. Truncating matrix elements can push occupations outside $[0,1]$, and the bounds are then not guaranteed. Convergence of the repeated step is not addressed.

```lean
/-- For a non-idempotent density matrix `X` with occupations in `[a,b]`, `0 ≤ a`, `b ≤ 1`,
the real part of `tr(X - X²)` is positive and the trace quotient `c` lies in `[a,b]`. -/
theorem matrixParam_mem_Icc (U : Matrix.unitaryGroup n ℂ) (x : n → ℝ) (a b : ℝ)
    (ha : 0 ≤ a) (hb : b ≤ 1) (hx : ∀ i, x i ∈ Set.Icc a b)
    (hX : densityMatrix U x * densityMatrix U x ≠ densityMatrix U x) :
    0 < (trace (densityMatrix U x - densityMatrix U x ^ 2)).re ∧
      matrixParam (densityMatrix U x) ∈ Set.Icc a b := by
  -- integer occupations would make the matrix idempotent
  have hne : ∃ i, x i ≠ 0 ∧ x i ≠ 1 := by
    by_contra hcon
    apply hX
    have hsq : (fun i => x i * x i) = x := by
      funext i
      by_cases h0 : x i = 0
      · simp [h0]
      · have h1 : x i = 1 := by
          by_contra h1
          exact hcon ⟨i, h0, h1⟩
        simp [h1]
    rw [densityMatrix_mul, hsq]
  -- powers and traces reduce to the occupations
  have h2 : densityMatrix U x ^ 2 = densityMatrix U (fun i => x i * x i) := by
    rw [pow_two, densityMatrix_mul]
  have h3 : densityMatrix U x ^ 3 = densityMatrix U (fun i => x i * x i * x i) := by
    have hp : densityMatrix U x ^ 3 = densityMatrix U x ^ 2 * densityMatrix U x :=
      pow_succ _ 2
    rw [hp, h2, densityMatrix_mul]
  have hI : (trace (densityMatrix U x - densityMatrix U x ^ 2)).re = idemDefect x := by
    rw [h2]
    simp only [Matrix.trace_sub, trace_densityMatrix, Complex.sub_re, Complex.ofReal_re]
    unfold idemDefect
    rw [← Finset.sum_sub_distrib]
    exact Finset.sum_congr rfl fun i _ => by ring
  have hC : (trace (densityMatrix U x ^ 2 - densityMatrix U x ^ 3)).re = cubicDefect x := by
    rw [h2, h3]
    simp only [Matrix.trace_sub, trace_densityMatrix, Complex.sub_re, Complex.ofReal_re]
    unfold cubicDefect
    rw [← Finset.sum_sub_distrib]
    exact Finset.sum_congr rfl fun i _ => by ring
  unfold matrixParam
  rw [hI, hC]
  exact canonParam_mem_Icc x a b ha hb hx hne

end

end CanonicalPurification
```

```lean
#print axioms CanonicalPurification.canonParam_mem_Ioo
-- 'CanonicalPurification.canonParam_mem_Ioo' depends on axioms: [propext, Classical.choice, Quot.sound]
#print axioms CanonicalPurification.sum_purifyStep_eq_iff
-- 'CanonicalPurification.sum_purifyStep_eq_iff' depends on axioms: [propext, Classical.choice, Quot.sound]
#print axioms CanonicalPurification.purifyStep_mem_Icc
-- 'CanonicalPurification.purifyStep_mem_Icc' depends on axioms: [propext, Classical.choice, Quot.sound]
#print axioms CanonicalPurification.matrixParam_mem_Icc
-- 'CanonicalPurification.matrixParam_mem_Icc' depends on axioms: [propext, Classical.choice, Quot.sound]
```
